# The CPA Ward identity between the imaginary parts of the coherent potential and the local Green function

In the coherent potential approximation (CPA) for an alloy with finitely many kinds of site, each with a real level, the theorem `ward_identity` relates the coherent potential `s` to the local Green function `g`. It states that Im s = q Im g / (1 + q|g|²), where q is the mean of |t_i|² over the single-site t-matrices. The concentrations are nonnegative and sum to one, every t-matrix is non-singular, and their mean vanishes; beyond this, `s` and `g` are just complex numbers, with no lattice model behind `g`. The proof averages a single-site optical identity over the concentrations, which removes the mean of Im t_i and the interference term in |1 + t_i g|², and then clears the positive denominator 1 + q|g|².

The failing Lean file:

```lean
import Mathlib

open Finset

namespace WardIdentity

noncomputable section

variable {ι κ : Type*} [Fintype ι] [Fintype κ]

/-- The single-site t-matrix of a level `v` in a medium with coherent potential `s` and local
Green function `g`, defined where `1 - (v - s) g` is nonzero. -/
def tMatrix (v : ℝ) (s g : ℂ) : ℂ := ((v : ℂ) - s) / (1 - ((v : ℂ) - s) * g)

/-- The weighted sum of the squared modulus of a complex quantity, which is its mean when the
weights `c` are nonnegative and sum to one. -/
def meanSq (c : ι → ℝ) (t : ι → ℂ) : ℝ := ∑ i, c i * ‖t i‖ ^ 2

/-- The CPA vertex `q / (1 + q |g|²)`, with `q` the mean of `|t_i|²`, defined where
`1 + q |g|²` is nonzero. -/
def vertex (c v : ι → ℝ) (s g : ℂ) : ℝ :=
  meanSq c (fun i => tMatrix (v i) s g) /
    (1 + meanSq c (fun i => tMatrix (v i) s g) * ‖g‖ ^ 2)

/-- The CPA condition: the concentrations are nonnegative and sum to one, every site has a
non-singular t-matrix, and the mean t-matrix vanishes. -/
structure IsCPA (c v : ι → ℝ) (s g : ℂ) : Prop where
  nonneg : ∀ i, 0 ≤ c i
  sum_one : ∑ i, c i = 1
  regular : ∀ i, 1 - ((v i : ℂ) - s) * g ≠ 0
  mean_zero : ∑ i, (c i : ℂ) * tMatrix (v i) s g = 0

/-- Single-site optical identity: for a real level with non-singular t-matrix,
`Im t - |t|² Im g = -Im s |1 + t g|²`. -/
theorem single_site_optical {v : ℝ} {s g : ℂ} (h : 1 - ((v : ℂ) - s) * g ≠ 0) :
    (tMatrix v s g).im - ‖tMatrix v s g‖ ^ 2 * g.im
      = -s.im * ‖1 + tMatrix v s g * g‖ ^ 2 := by
  have h1 : tMatrix v s g * (1 - ((v : ℂ) - s) * g) = (v : ℂ) - s := by
    unfold tMatrix
    exact div_mul_cancel₀ _ h
  -- the Dyson form of the t-matrix
  have ht : tMatrix v s g = ((v : ℂ) - s) * (1 + tMatrix v s g * g) := by
    linear_combination h1
  clear h1
  generalize tMatrix v s g = t at ht ⊢
  have hre := congrArg Complex.re ht
  have him := congrArg Complex.im ht
  simp only [Complex.mul_re, Complex.mul_im, Complex.add_re, Complex.add_im, Complex.sub_re,
    Complex.sub_im, Complex.one_re, Complex.one_im, Complex.ofReal_re,
    Complex.ofReal_im] at hre him
  simp only [Complex.sq_norm, Complex.normSq_apply, Complex.mul_re, Complex.mul_im,
    Complex.add_re, Complex.add_im, Complex.one_re, Complex.one_im]
  linear_combination (1 + (t.re * g.re - t.im * g.im)) * him
    - (t.re * g.im + t.im * g.re) * hre

/-- If the weights sum to one and the scattering amplitudes `t i` have zero mean, the mean of
`|1 + t_i g|²` is `1 + q |g|²`, with `q` the mean of `|t_i|²`. -/
theorem mean_enhancement {c : ι → ℝ} {t : ι → ℂ} (g : ℂ) (hc : ∑ i, c i = 1)
    (h0 : ∑ i, (c i : ℂ) * t i = 0) :
    ∑ i, c i * ‖1 + t i * g‖ ^ 2 = 1 + meanSq c t * ‖g‖ ^ 2 := by
  -- the interference term averages to zero
  have hre : ∑ i, c i * (t i * g).re = 0 := by
    have h1 : (∑ i, (c i : ℂ) * t i) * g = 0 := by rw [h0, zero_mul]
    rw [Finset.sum_mul] at h1
    have h2 := congrArg Complex.re h1
    rw [Complex.re_sum, Complex.zero_re] at h2
    rw [← h2]
    refine Finset.sum_congr rfl fun i _ => ?_
    rw [mul_assoc, Complex.re_ofReal_mul]
  have hexp : ∀ i, c i * ‖1 + t i * g‖ ^ 2
      = c i + 2 * (c i * (t i * g).re) + c i * ‖t i‖ ^ 2 * ‖g‖ ^ 2 := by
    intro i
    simp only [Complex.sq_norm, Complex.normSq_apply, Complex.mul_re, Complex.mul_im,
      Complex.add_re, Complex.add_im, Complex.one_re, Complex.one_im]
    ring
  rw [Finset.sum_congr rfl fun i _ => hexp i, Finset.sum_add_distrib,
    Finset.sum_add_distrib, ← Finset.mul_sum, ← Finset.sum_mul, hc, hre]
  unfold meanSq
  ring

/-- Ward identity of the CPA: under the CPA condition with real site levels,
`Im s = q Im g / (1 + q |g|²)`, that is, the vertex times `Im g`. -/
theorem ward_identity {c v : ι → ℝ} {s g : ℂ} (h : IsCPA c v s g) :
    s.im = vertex c v s g * g.im := by
  have hm := mean_enhancement g h.sum_one h.mean_zero
  have him : ∑ i, c i * (tMatrix (v i) s g).im = 0 := by
    have h2 := congrArg Complex.im h.mean_zero
    rw [Complex.im_sum, Complex.zero_im] at h2
    rw [← h2]
    exact Finset.sum_congr rfl fun i _ => (Complex.im_ofReal_mul _ _).symm
  -- average the single-site optical identity over the alloy
  have hsum : ∑ i, (c i * (tMatrix (v i) s g).im - c i * ‖tMatrix (v i) s g‖ ^ 2 * g.im)
      = ∑ i, -s.im * (c i * ‖1 + tMatrix (v i) s g * g‖ ^ 2) := by
    refine Finset.sum_congr rfl fun i _ => ?_
    linear_combination c i * single_site_optical (h.regular i)
  rw [Finset.sum_sub_distrib, ← Finset.sum_mul, ← Finset.mul_sum, him, hm] at hsum
  have hq : 0 ≤ meanSq c (fun i => tMatrix (v i) s g) :=
    Finset.sum_nonneg fun i _ => mul_nonneg (h.nonneg i) (sq_nonneg _)
  have hpos : 0 < 1 + meanSq c (fun i => tMatrix (v i) s g) * ‖g‖ ^ 2 := by positivity
  change 0 - meanSq c (fun i => tMatrix (v i) s g) * g.im = _ at hsum
  unfold vertex
  rw [div_mul_eq_mul_div, eq_div_iff hpos.ne']
  linear_combination -hsum

end

end WardIdentity
```

Lean reports:

```
Main.lean:103:2: error: ring failed, ring expressions not equal
ι : Type u_1
inst✝ : Fintype ι
c v : ι → ℝ
s g : ℂ
h : IsCPA c v s g
hm : ∑ i, c i * ‖1 + tMatrix (v i) s g * g‖ ^ 2 = 1 + (meanSq c fun i => tMatrix (v i) s g) * ‖g‖ ^ 2
him : ∑ i, c i * (tMatrix (v i) s g).im = 0
hq : 0 ≤ meanSq c fun i => tMatrix (v i) s g
hpos : 0 < 1 + (meanSq c fun i => tMatrix (v i) s g) * ‖g‖ ^ 2
hsum : 0 - (meanSq c fun i => tMatrix (v i) s g) * g.im = -s.im * (1 + (meanSq c fun i => tMatrix (v i) s g) * ‖g‖ ^ 2)
⊢ s.im * 2 + (s.im * meanSq c fun i => tMatrix (v i) s g) * ‖g‖ ^ 2 * 2 -
      (meanSq c fun i => tMatrix (v i) s g) * g.im * 2 =
    0
```

This version goes through:

```diff
@@ -101,5 +101,5 @@
   unfold vertex
   rw [div_mul_eq_mul_div, eq_div_iff hpos.ne']
-  linear_combination -hsum
+  linear_combination hsum
 
 end
```

The error is a wrong sign in the last step. Once the denominator is cleared, the goal is Im s · (1 + q|g|²) = q Im g. The averaged identity `hsum` reads 0 − q Im g = −Im s · (1 + q|g|²), which is the same equation with its terms moved across the equals sign.

`linear_combination` subtracts the left side minus the right side of the given combination from the same difference for the goal, and asks `ring1` to show that the result is zero. For both `hsum` and the goal, that difference is Im s · (1 + q|g|²) − q Im g. With `-hsum` the two therefore add instead of cancelling, which is why every term in the leftover goal of the message carries a factor 2. `ring1` cannot show that this expression is zero, since it does not use the hypotheses.

The diff replaces `-hsum` with `hsum`, so the two differences cancel exactly and the proof closes.
